# With positive phonon frequencies and weights, the Matsubara kernel matrix is positive definite exactly when its indices are distinct

## Phonon exchange between Matsubara frequencies

Units are chosen with $\hbar=k_B=1$, and the temperature is $T>0$. Electrons that exchange phonons scatter between fermionic Matsubara frequencies $\pi T(2m+1)$ and $\pi T(2n+1)$. The phonon carries the difference, which is a bosonic frequency $\nu_{m-n}$, where
$$\nu_k=2\pi Tk,\qquad k\in\mathbb Z .$$

Let there be finitely many phonon modes $j$, at least one, with frequencies $w_j>0$ and weights $a_j>0$. The weight stands for the squared electron-phonon coupling of the mode, averaged over the Fermi surface and multiplied by the electronic density of states per spin there, and $w_j>0$ excludes unstable and zero-frequency modes. The phonon kernel is
$$\lambda(k)=\sum_j\frac{2a_jw_j}{w_j^2+\nu_k^2}.$$

Choose finitely many integers $n_p$ and form the matrix $K_{pq}=\lambda(n_p-n_q)$. Is this interaction matrix positive definite? It is exactly when the $n_p$ are distinct, and in that case every real vector $c$ satisfies
$$c^{\mathsf T}Kc\;\ge\;\Big(\sum_j\frac{a_j}{T\sinh(w_j/2T)}\Big)\sum_p c_p^2 .$$
The constant does not depend on the size of the matrix.

In isotropic Eliashberg calculations with finitely many fixed modes and no Coulomb repulsion, the interaction matrix on any finite set of distinct Matsubara frequencies is therefore invertible and has a Cholesky factorisation in exact arithmetic. At low temperature its smallest eigenvalue can be so small that rounding errors spoil a numerical factorisation.

## Derivation in imaginary time

Take one mode of frequency $w$ and write $S=\sinh(w/2T)$. Its imaginary-time propagator on $0\le\tau\le1/T$ is
$$D(\tau)=\frac{\cosh\big(w(\tfrac1{2T}-\tau)\big)}{S}.$$
This is the thermal correlation function of $b+b^\dagger$, with $b$ the annihilation operator of the mode. It is taken with a positive sign, whereas many textbooks put a minus sign in front.

**Cosine coefficients.** Let $\nu=\nu_k$ and $\theta=w(\tfrac1{2T}-\tau)$, so that $d\theta/d\tau=-w$. Then
$$\frac{d}{d\tau}\big[\nu\cosh\theta\sin\nu\tau-w\sinh\theta\cos\nu\tau\big]=(w^2+\nu^2)\cosh\theta\cos\nu\tau,$$
because the two terms in $\sinh\theta\sin\nu\tau$ cancel. Since $\nu/T=2\pi k$, the sine vanishes and the cosine is $1$ at both ends of the interval. The bracket equals $wS$ at $\tau=1/T$ and $-wS$ at $\tau=0$. Dividing by $(w^2+\nu^2)S$ gives
$$\int_0^{1/T}D(\tau)\cos(\nu_k\tau)\,d\tau=\frac{2w}{w^2+\nu_k^2}.$$

**The quadratic form as an integral.** Define
$$I(\tau)=\Big|\sum_pc_pe^{i\nu_{n_p}\tau}\Big|^2=\sum_{p,q}c_pc_q\cos(\nu_{n_p-n_q}\tau)\ge0 .$$
Multiplying by $D$ and integrating,
$$\sum_{p,q}c_pc_q\frac{2w}{w^2+\nu_{n_p-n_q}^2}=\int_0^{1/T}D(\tau)I(\tau)\,d\tau .$$

**The lower bound.** Since $\cosh\ge1$, we have $D(\tau)\ge1/S$, and so the integral is at least $S^{-1}\int_0^{1/T}I\,d\tau$. For $k\ne0$,
$$\int_0^{1/T}\cos(\nu_k\tau)\,d\tau=\frac{\sin(\nu_k/T)}{\nu_k}=0,$$
while for $k=0$ the integral is $1/T$. If the $n_p$ are distinct, only the terms $p=q$ survive, and the form is at least $\frac1{TS}\sum_pc_p^2$. Multiplying by $a_j$ and summing over modes gives the stated bound. Its constant is positive, so $c^{\mathsf T}Kc>0$ for $c\neq0$. The matrix is symmetric because $\nu_{-k}^2=\nu_k^2$.

**Repeated indices.** If $n_p=n_q$ with $p\ne q$, columns $p$ and $q$ of $K$ are equal. The difference of the two corresponding unit vectors is a non-zero null vector, and $K$ is not positive definite.

**High temperature.** For fixed distinct indices and $T\to\infty$, the off-diagonal entries vanish and $K$ tends to $\sum_j 2a_j/w_j$ times the identity. The constant in the bound has the same limit, because $T\sinh(w_j/2T)\to w_j/2$.

## Frequencies, kernel and matrix in Lean

The finite type `J` labels the phonon modes, and the finite type `ι` labels the rows and columns of the matrix.

```lean
import Mathlib

open Matrix

namespace MatsubaraPhononKernel

noncomputable section

variable {ι J : Type*} [Fintype ι] [Fintype J]
```

The function `bosonicFreq T k` is $\nu_k$.

```lean
/-- The bosonic Matsubara frequency `2πTk` at temperature `T`. -/
def bosonicFreq (T : ℝ) (k : ℤ) : ℝ := 2 * Real.pi * T * k
```

The kernel $\lambda(k)$ is a finite sum over modes. The hypotheses do not cover the step from the continuous phonon spectrum of a material to such a sum.

```lean
/-- The phonon kernel at the `k`-th bosonic frequency, for modes of positive frequencies `w j` and
weights `a j`. -/
def phononKernel (a w : J → ℝ) (T : ℝ) (k : ℤ) : ℝ :=
  ∑ j, 2 * a j * w j / (w j ^ 2 + bosonicFreq T k ^ 2)
```

The map `n : ι → ℤ` assigns an integer $n_p$ to each row, so the chosen frequencies need not be consecutive.

```lean
/-- The matrix of the phonon kernel between the Matsubara indices `n p` and `n q`, for positive mode
frequencies. -/
def kernelMatrix (a w : J → ℝ) (T : ℝ) (n : ι → ℤ) : Matrix ι ι ℝ :=
  Matrix.of fun p q => phononKernel a w T (n p - n q)
```

The propagator $D(\tau)$ is given by its closed formula and not derived from a phonon Hamiltonian. Its definition makes no reference to the kernel, and the link between the two is proved below.

```lean
/-- The imaginary-time propagator of one phonon mode, for `w > 0`, `T > 0` and `0 ≤ τ ≤ 1/T`. -/
def propagator (w T τ : ℝ) : ℝ :=
  Real.cosh (w * (1 / (2 * T) - τ)) / Real.sinh (w / (2 * T))
```

The function `intensity` is $I(\tau)$, written as a sum of two real squares. It uses the bosonic frequencies $\nu_{n_p}$. Fermionic ones would only add a common phase, which the modulus removes.

```lean
/-- The squared modulus of `∑ c_p exp(i ν_p τ)` for real amplitudes `c_p` and
bosonic frequencies `ν_p`, written with cosines and sines. -/
def intensity (T : ℝ) (n : ι → ℤ) (c : ι → ℝ) (τ : ℝ) : ℝ :=
  (∑ p, c p * Real.cos (bosonicFreq T (n p) * τ)) ^ 2 +
    (∑ p, c p * Real.sin (bosonicFreq T (n p) * τ)) ^ 2
```

## Fourier coefficients on the thermal interval

The first lemma contains the endpoint values $\cos(\nu_k/T)=1$ and $\sin(\nu_k/T)=0$, obtained by rewriting the phase as $2\pi k$.

```lean
/-- At `T > 0` a bosonic phase returns to its initial value after the imaginary time `1/T`. -/
theorem bosonic_periodicity {T : ℝ} (hT : 0 < T) (k : ℤ) :
    Real.cos (bosonicFreq T k * (1 / T)) = 1 ∧ Real.sin (bosonicFreq T k * (1 / T)) = 0 := by
  have h : bosonicFreq T k * (1 / T) = (k : ℝ) * (2 * Real.pi) := by
    unfold bosonicFreq
    rw [mul_one_div, div_eq_iff hT.ne']
    ring
  have h' : (k : ℝ) * (2 * Real.pi) = ((2 * k : ℤ) : ℝ) * Real.pi := by
    push_cast
    ring
  rw [h]
  refine ⟨Real.cos_int_mul_two_pi k, ?_⟩
  rw [h']
  exact Real.sin_int_mul_pi _
```

Continuity of the propagator supplies the integrability needed later.

```lean
/-- The propagator of a phonon mode is continuous in imaginary time. -/
theorem continuous_propagator (w T : ℝ) : Continuous (propagator w T) :=
  (Real.continuous_cosh.comp (by fun_prop)).div_const _
```

The next theorem is the cosine-coefficient formula. The statement `hder` says that the bracket from the derivation, divided by $(w^2+\nu^2)S$, is an antiderivative. The facts `h1` to `h4` assemble its derivative by the chain and product rules, and `ring` performs the cancellation. The fundamental theorem of calculus then leaves the two endpoint values.

```lean
/-- For `w > 0` and `T > 0`, the cosine coefficients of the imaginary-time propagator are the
Lorentzians `2w/(w² + ν²)` at the bosonic frequencies `ν`. -/
theorem integral_propagator_mul_cos {w T : ℝ} (hw : 0 < w) (hT : 0 < T) (k : ℤ) :
    ∫ τ in (0 : ℝ)..1 / T, propagator w T τ * Real.cos (bosonicFreq T k * τ) =
      2 * w / (w ^ 2 + bosonicFreq T k ^ 2) := by
  obtain ⟨hc, hsn⟩ := bosonic_periodicity hT k
  have hs : 0 < Real.sinh (w / (2 * T)) := Real.sinh_pos_iff.mpr (by positivity)
  have hd : 0 < w ^ 2 + bosonicFreq T k ^ 2 := by positivity
  -- an explicit antiderivative
  have hder : ∀ τ ∈ Set.uIcc (0 : ℝ) (1 / T), HasDerivAt
      (fun x => (bosonicFreq T k *
          (Real.cosh (w * (1 / (2 * T) - x)) * Real.sin (bosonicFreq T k * x)) -
        w * (Real.sinh (w * (1 / (2 * T) - x)) * Real.cos (bosonicFreq T k * x))) /
          ((w ^ 2 + bosonicFreq T k ^ 2) * Real.sinh (w / (2 * T))))
      (propagator w T τ * Real.cos (bosonicFreq T k * τ)) τ := by
    intro τ _
    have h1 : HasDerivAt (fun x => w * (1 / (2 * T) - x)) (-w) τ :=
      (((hasDerivAt_id' τ).const_sub (1 / (2 * T))).const_mul w).congr_deriv (by ring)
    have h2 : HasDerivAt (fun x => bosonicFreq T k * x) (bosonicFreq T k) τ :=
      ((hasDerivAt_id' τ).const_mul (bosonicFreq T k)).congr_deriv (by ring)
    have h3 := ((h1.cosh.fun_mul h2.sin).const_mul (bosonicFreq T k)).fun_sub
      ((h1.sinh.fun_mul h2.cos).const_mul w)
    have h4 := h3.congr_deriv (g' := (w ^ 2 + bosonicFreq T k ^ 2) *
      (Real.cosh (w * (1 / (2 * T) - τ)) * Real.cos (bosonicFreq T k * τ))) (by ring)
    refine (h4.div_const _).congr_deriv ?_
    rw [mul_div_mul_left _ _ hd.ne']
    unfold propagator
    ring
  have hint : Continuous fun τ => propagator w T τ * Real.cos (bosonicFreq T k * τ) :=
    (continuous_propagator w T).mul (by fun_prop)
  have e2 : w * (1 / (2 * T) - 1 / T) = -(w / (2 * T)) := by ring
  have e3 : w * (1 / (2 * T) - 0) = w / (2 * T) := by ring
  rw [intervalIntegral.integral_eq_sub_of_hasDerivAt hder (hint.intervalIntegrable _ _)]
  simp only [hc, hsn, e2, e3, mul_zero, Real.cos_zero, Real.sin_zero, Real.sinh_neg]
  rw [← sub_div, div_eq_div_iff (mul_pos hd hs).ne' hd.ne']
  ring
```

Orthogonality follows the same pattern with the antiderivative $\sin(\nu_k\tau)/\nu_k$. The case $k=0$ is treated separately.

```lean
/-- At `T > 0`, the cosine at a bosonic frequency integrates over the imaginary-time interval
to `1/T` for index zero and to zero otherwise. -/
theorem integral_cos_bosonic {T : ℝ} (hT : 0 < T) (k : ℤ) :
    ∫ τ in (0 : ℝ)..1 / T, Real.cos (bosonicFreq T k * τ) = if k = 0 then 1 / T else 0 := by
  split_ifs with h
  · subst h
    simp [bosonicFreq]
  · have hk : (k : ℝ) ≠ 0 := Int.cast_ne_zero.mpr h
    have hν : bosonicFreq T k ≠ 0 := by
      unfold bosonicFreq
      positivity
    have hder : ∀ τ ∈ Set.uIcc (0 : ℝ) (1 / T), HasDerivAt
        (fun x => Real.sin (bosonicFreq T k * x) / bosonicFreq T k)
        (Real.cos (bosonicFreq T k * τ)) τ := by
      intro τ _
      have h2 : HasDerivAt (fun x => bosonicFreq T k * x) (bosonicFreq T k) τ :=
        ((hasDerivAt_id' τ).const_mul (bosonicFreq T k)).congr_deriv (by ring)
      exact (h2.sin.div_const _).congr_deriv (mul_div_cancel_right₀ _ hν)
    have hint : Continuous fun τ => Real.cos (bosonicFreq T k * τ) := by fun_prop
    rw [intervalIntegral.integral_eq_sub_of_hasDerivAt hder (hint.intervalIntegrable _ _)]
    simp only [(bosonic_periodicity hT k).2, mul_zero, Real.sin_zero, zero_div, sub_zero]
```

## From the integral to the quadratic form

The following identity holds for any continuous weight $g(\tau)$, and it is used twice: with $g=D$ and with the constant $g=1/S$. The step `hexp` expands the squares by the formula for the cosine of a difference. The remaining lines exchange the finite sums with the integral.

```lean
/-- Integrating the intensity from `0` to `1/T` against a continuous function gives the quadratic
form built from the cosine coefficients of that function. -/
theorem integral_mul_intensity (T : ℝ) (n : ι → ℤ) (c : ι → ℝ) {g : ℝ → ℝ}
    (hg : Continuous g) :
    ∫ τ in (0 : ℝ)..1 / T, g τ * intensity T n c τ =
      ∑ p, ∑ q, c p * c q *
        ∫ τ in (0 : ℝ)..1 / T, g τ * Real.cos (bosonicFreq T (n p - n q) * τ) := by
  -- the squares expand into cosines of frequency differences
  have hexp : ∀ τ, intensity T n c τ =
      ∑ p, ∑ q, c p * c q * Real.cos (bosonicFreq T (n p - n q) * τ) := by
    intro τ
    unfold intensity
    rw [sq, sq, Finset.sum_mul_sum, Finset.sum_mul_sum, ← Finset.sum_add_distrib]
    refine Finset.sum_congr rfl fun p _ => ?_
    rw [← Finset.sum_add_distrib]
    refine Finset.sum_congr rfl fun q _ => ?_
    have h : bosonicFreq T (n p - n q) * τ =
        bosonicFreq T (n p) * τ - bosonicFreq T (n q) * τ := by
      simp only [bosonicFreq]
      push_cast
      ring
    rw [h, Real.cos_sub]
    ring
  simp only [hexp, Finset.mul_sum]
  rw [intervalIntegral.integral_finsetSum]
  · refine Finset.sum_congr rfl fun p _ => ?_
    rw [intervalIntegral.integral_finsetSum]
    · refine Finset.sum_congr rfl fun q _ => ?_
      rw [← intervalIntegral.integral_const_mul]
      congr 1
      funext τ
      ring
    · intro q _
      exact Continuous.intervalIntegrable (by fun_prop) _ _
  · intro p _
    exact Continuous.intervalIntegrable (by fun_prop) _ _
```

For one mode, `hR` identifies the integral of $D\,I$ with the Lorentzian quadratic form, and `hL` evaluates the integral of $I/S$. Distinctness enters in `hL` as `Function.Injective n`, which removes every term with $q\neq p$. The two integrals are then compared pointwise, using `Real.one_le_cosh` and the non-negativity of the intensity.

```lean
/-- For one mode with `w > 0` at `T > 0` and distinct Matsubara indices, the quadratic form of
the Lorentzian kernel is at least `1/(T sinh(w/2T))` times the squared length of the vector. -/
theorem single_mode_bound {w T : ℝ} (hw : 0 < w) (hT : 0 < T) {n : ι → ℤ}
    (hn : Function.Injective n) (c : ι → ℝ) :
    1 / (T * Real.sinh (w / (2 * T))) * ∑ p, c p ^ 2 ≤
      ∑ p, ∑ q, c p * c q * (2 * w / (w ^ 2 + bosonicFreq T (n p - n q) ^ 2)) := by
  have hs : 0 < Real.sinh (w / (2 * T)) := Real.sinh_pos_iff.mpr (by positivity)
  have hI : Continuous (intensity T n c) := by
    unfold intensity
    fun_prop
  have hR := integral_mul_intensity T n c (continuous_propagator w T)
  simp only [integral_propagator_mul_cos hw hT] at hR
  -- orthogonality evaluates the integral with a constant weight
  have hL : ∫ τ in (0 : ℝ)..1 / T, 1 / Real.sinh (w / (2 * T)) * intensity T n c τ =
      1 / (T * Real.sinh (w / (2 * T))) * ∑ p, c p ^ 2 := by
    refine (integral_mul_intensity T n c
      (g := fun _ => 1 / Real.sinh (w / (2 * T))) continuous_const).trans ?_
    simp only [intervalIntegral.integral_const_mul, integral_cos_bosonic hT]
    rw [Finset.mul_sum]
    refine Finset.sum_congr rfl fun p _ => ?_
    rw [Finset.sum_eq_single p]
    · rw [sub_self, if_pos rfl]
      ring
    · intro q _ hq
      rw [if_neg (sub_ne_zero.mpr fun h => hq (hn h).symm)]
      ring
    · exact fun h => absurd (Finset.mem_univ p) h
  rw [← hL, ← hR]
  refine intervalIntegral.integral_mono_on (by positivity)
    ((continuous_const.mul hI).intervalIntegrable _ _)
    (((continuous_propagator w T).mul hI).intervalIntegrable _ _) fun τ _ => ?_
  -- the propagator never falls below its value at the midpoint
  refine mul_le_mul_of_nonneg_right ?_ (by unfold intensity; positivity)
  exact (div_le_div_iff_of_pos_right hs).mpr (Real.one_le_cosh _)
```

## The uniform bound and the equivalence

The expression `c ⬝ᵥ (kernelMatrix a w T n *ᵥ c)` is $c^{\mathsf T}Kc$. The proof reorders the sums so that the mode sum stands outside, then applies the single-mode bound to each term. Here the weights need only be non-negative, so uncoupled modes are allowed.

```lean
/-- For positive mode frequencies, non-negative weights, `T > 0` and distinct Matsubara indices, the
quadratic form of the phonon kernel is at least the squared length of the vector times a constant
that does not depend on the matrix size. -/
theorem kernel_uniform_bound {a w : J → ℝ} {T : ℝ} (ha : ∀ j, 0 ≤ a j) (hw : ∀ j, 0 < w j)
    (hT : 0 < T) {n : ι → ℤ} (hn : Function.Injective n) (c : ι → ℝ) :
    (∑ j, a j / (T * Real.sinh (w j / (2 * T)))) * ∑ p, c p ^ 2 ≤
      c ⬝ᵥ (kernelMatrix a w T n *ᵥ c) := by
  have hexp : c ⬝ᵥ (kernelMatrix a w T n *ᵥ c) = ∑ j, a j * ∑ p, ∑ q,
      c p * c q * (2 * w j / (w j ^ 2 + bosonicFreq T (n p - n q) ^ 2)) := by
    simp only [dotProduct, Matrix.mulVec, kernelMatrix, Matrix.of_apply, phononKernel,
      Finset.mul_sum, Finset.sum_mul]
    symm
    rw [Finset.sum_comm]
    refine Finset.sum_congr rfl fun p _ => ?_
    rw [Finset.sum_comm]
    refine Finset.sum_congr rfl fun q _ => Finset.sum_congr rfl fun j _ => ?_
    ring
  rw [hexp, Finset.sum_mul]
  refine Finset.sum_le_sum fun j _ => ?_
  calc a j / (T * Real.sinh (w j / (2 * T))) * ∑ p, c p ^ 2
      = a j * (1 / (T * Real.sinh (w j / (2 * T))) * ∑ p, c p ^ 2) := by ring
    _ ≤ _ := mul_le_mul_of_nonneg_left (single_mode_bound (hw j) hT hn c) (ha j)
```

In the final theorem, `PosDef` means for this real matrix that it is symmetric and that $c^{\mathsf T}Kc>0$ for every non-zero $c$. The assumption `[Nonempty J]` provides at least one mode. Without any mode the matrix would be zero, and a single row would already contradict the equivalence.

The forward direction applies the matrix to the difference of two unit vectors, written with `Pi.single`, and contradicts positivity. In the reverse direction, symmetry comes from the squared frequency. For $c\neq0$, `hsum` gives $\sum_pc_p^2>0$ and `hgap` gives a positive constant, so the uniform bound finishes the argument.

```lean
/-- For at least one phonon mode, positive frequencies and weights, and `T > 0`, the matrix of
the phonon kernel is positive definite exactly when its Matsubara indices are distinct. -/
theorem kernelMatrix_posDef_iff [Nonempty J] {a w : J → ℝ} {T : ℝ} (ha : ∀ j, 0 < a j)
    (hw : ∀ j, 0 < w j) (hT : 0 < T) (n : ι → ℤ) :
    (kernelMatrix a w T n).PosDef ↔ Function.Injective n := by
  constructor
  · -- a repeated index gives two equal columns, hence a null vector
    intro hP p q hpq
    by_contra hne
    classical
    have hz : kernelMatrix a w T n *ᵥ (Pi.single p (1 : ℝ) - Pi.single q 1 : ι → ℝ) = 0 := by
      ext r
      simp [Matrix.mulVec_sub, kernelMatrix, hpq]
    have hc : (Pi.single p (1 : ℝ) - Pi.single q 1 : ι → ℝ) ≠ 0 := by
      intro h
      have h' := congrFun h p
      simp [hne] at h'
    have hpos := hP.dotProduct_mulVec_pos hc
    rw [hz, dotProduct_zero] at hpos
    exact lt_irrefl _ hpos
  · intro hn
    rw [Matrix.posDef_iff_dotProduct_mulVec]
    constructor
    · refine Matrix.IsHermitian.ext fun p q => ?_
      have h : bosonicFreq T (n q - n p) ^ 2 = bosonicFreq T (n p - n q) ^ 2 := by
        simp only [bosonicFreq]
        push_cast
        ring
      simp only [kernelMatrix, Matrix.of_apply, star_trivial, phononKernel, h]
    · intro c hc
      rw [star_trivial]
      obtain ⟨p, hp⟩ := Function.ne_iff.mp hc
      have hp' : c p ≠ 0 := hp
      have hsum : 0 < ∑ p, c p ^ 2 :=
        Finset.sum_pos' (fun _ _ => sq_nonneg _) ⟨p, Finset.mem_univ p, by positivity⟩
      have hgap : 0 < ∑ j, a j / (T * Real.sinh (w j / (2 * T))) :=
        Finset.sum_pos (fun j _ => div_pos (ha j) (mul_pos hT
          (Real.sinh_pos_iff.mpr (div_pos (hw j) (by positivity))))) Finset.univ_nonempty
      exact (mul_pos hgap hsum).trans_le
        (kernel_uniform_bound (fun j => (ha j).le) hw hT hn c)

end

end MatsubaraPhononKernel
```

```lean
#print axioms MatsubaraPhononKernel.kernelMatrix_posDef_iff
```

```
'MatsubaraPhononKernel.kernelMatrix_posDef_iff' depends on axioms: [propext, Classical.choice, Quot.sound]
```
